# A Young symmetrizer is idempotent up to a factor fixed by the dimension of its left ideal

One way to project a product of $N$ orbitals or spin functions onto a permutation symmetry given by a Young diagram is to antisymmetrize over columns, then symmetrize over rows and multiply by a constant. With the right constant, a second application changes nothing. If both steps are plain sums over permutations, with signs for the columns and no prefactors, that constant is $d/N!$, where $d$ is the dimension of the left ideal generated by the product of the two sums.

```lean
import Mathlib

open Equiv

namespace YoungSymmetrizer

noncomputable section
```

## Permutations of the cells

Let $\mu$ be a Young diagram with $N$ cells $(i,j)$, rows and columns counted from zero. The permutations act on the cells themselves; numbering the cells turns them into permutations of particles.

```lean
/-- The cells of a Young diagram, which serve as the places that are permuted. -/
abbrev Cell (μ : YoungDiagram) : Type := μ.cells
```

Permutations that preserve a label of every cell form a group. With the row index as label this is the row group $R$, with the column index the column group $C$.

```lean
/-- The group of permutations that preserve a given label of every place. -/
def labelGroup {X : Type} (f : X → ℕ) : Subgroup (Perm X) where
  carrier := {σ | ∀ x, f (σ x) = f x}
  mul_mem' := fun {σ τ} hσ hτ x => (hσ (τ x)).trans (hτ x)
  one_mem' := fun _ => rfl
  inv_mem' := fun {σ} hσ x => by
    have h : f (σ (σ⁻¹ x)) = f (σ⁻¹ x) := hσ (σ⁻¹ x)
    have e : σ (σ⁻¹ x) = x := σ.apply_symm_apply x
    rw [e] at h
    exact h.symm

/-- The row group R: permutations that keep every cell in its row. -/
def rowGroup (μ : YoungDiagram) : Subgroup (Perm (Cell μ)) := labelGroup fun x => x.1.1

/-- The column group C: permutations that keep every cell in its column. -/
def colGroup (μ : YoungDiagram) : Subgroup (Perm (Cell μ)) := labelGroup fun x => x.1.2
```

Let $A$ be the group algebra with rational coefficients. In Lean, `δ[μ] g` is the permutation $g$ as an element of $A$, and in a product the right factor acts first. Define
$$a=\sum_{r\in R} r,\qquad b=\sum_{c\in C}\operatorname{sgn}(c)\,c,\qquad e=ab.$$

```lean
/-- The rational group algebra of the permutations of the cells. -/
abbrev Alg (μ : YoungDiagram) : Type := MonoidAlgebra ℚ (Perm (Cell μ))

local notation "δ[" μ "]" => MonoidAlgebra.of ℚ (Perm (Cell μ))

open scoped Classical in
/-- The row symmetrizer a, the sum of all row permutations. -/
def rowSym (μ : YoungDiagram) : Alg μ := ∑ r with r ∈ rowGroup μ, δ[μ] r

open scoped Classical in
/-- The column antisymmetrizer b, the sum of all column permutations with their signs. -/
def colAnti (μ : YoungDiagram) : Alg μ :=
  ∑ c with c ∈ colGroup μ, ((Perm.sign c : ℤ) : ℚ) • δ[μ] c

/-- The Young symmetrizer e = ab. -/
def young (μ : YoungDiagram) : Alg μ := rowSym μ * colAnti μ
```

The left ideal $Ae$ is the set of all products $xe$, written as the range of right multiplication by $e$. Its rational dimension, `finrank` in Lean, is $d$.

```lean
/-- The left ideal of all products x e, as a rational vector space. -/
def leftIdeal (μ : YoungDiagram) : Submodule ℚ (Alg μ) :=
  LinearMap.range (LinearMap.mulRight ℚ (young μ))
```

## When a permutation factorises

Let $\lambda_i$ be the length of row $i$, and give every position the margin $w(i,j)=\lambda_i-j$. It is positive exactly on the diagram.

```lean
/-- The margin of a position (i, j): the length of row i minus j. -/
def margin (μ : YoungDiagram) (p : ℕ × ℕ) : ℤ := (μ.rowLen p.1 : ℤ) - (p.2 : ℤ)
```

Let $S$ be a set of $N$ positions with the same total margin as $\mu$. Removing the common part $S\cap\mu$ from both sums leaves
$$\sum_{S\setminus\mu}w=\sum_{\mu\setminus S}w .$$
The left side is at most zero, and the right side is positive unless $\mu\setminus S$ is empty. Hence $\mu\subseteq S$, and equal size gives $S=\mu$.

```lean
variable {μ : YoungDiagram}

/-- A set with as many positions as the diagram and the same total margin is the diagram. -/
theorem eq_cells_of_margin (S : Finset (ℕ × ℕ)) (hc : S.card = μ.cells.card)
    (hs : ∑ p ∈ S, margin μ p = ∑ p ∈ μ.cells, margin μ p) : S = μ.cells := by
  -- the margin is positive exactly on the diagram
  have hw : ∀ p, p ∈ μ.cells ↔ 0 < margin μ p := by
    rintro ⟨i, j⟩
    rw [YoungDiagram.mem_cells, YoungDiagram.mem_iff_lt_rowLen]
    show j < μ.rowLen i ↔ (0 : ℤ) < (μ.rowLen i : ℤ) - (j : ℤ)
    omega
  have h1 := Finset.sum_inter_add_sum_sdiff S μ.cells (margin μ)
  have h2 := Finset.sum_inter_add_sum_sdiff μ.cells S (margin μ)
  rw [Finset.inter_comm] at h2
  have h3 : ∑ p ∈ S \ μ.cells, margin μ p ≤ 0 := Finset.sum_nonpos fun p hp =>
    not_lt.1 fun h => (Finset.mem_sdiff.1 hp).2 ((hw p).2 h)
  have hsub : μ.cells ⊆ S := by
    intro p hp
    by_contra hn
    have h4 : 0 < ∑ q ∈ μ.cells \ S, margin μ q :=
      Finset.sum_pos (fun q hq => (hw q).1 (Finset.mem_sdiff.1 hq).1)
        ⟨p, Finset.mem_sdiff.2 ⟨hp, hn⟩⟩
    linarith
  exact (Finset.eq_of_subset_of_card_le hsub hc.le).symm
```

Suppose that no two cells of one row come under $g$ from one column. Send each cell $y$ to the position with the row of $y$ and the column of $g^{-1}y$. By assumption these $N$ positions are distinct. Since $g^{-1}$ only reorders the cells, the column indices keep their sum, and so the total margin is that of $\mu$. The positions therefore fill the diagram, and the map is a permutation $r\in R$. The cell $rgx$ lies in the column of $g^{-1}gx=x$, so $c=rg\in C$ and $g=r^{-1}c\in RC$.

```lean
/-- If g never brings two cells of one column into one row, then g is a column permutation
followed by a row permutation. -/
theorem factor_of_no_collision (g : Perm (Cell μ))
    (h : ∀ x y : Cell μ, x ≠ y → x.1.1 = y.1.1 → (g⁻¹ x).1.2 ≠ (g⁻¹ y).1.2) :
    ∃ r ∈ rowGroup μ, ∃ c ∈ colGroup μ, g = r * c := by
  -- move y within its row to the column from which g brought it
  let f : Cell μ → ℕ × ℕ := fun y => (y.1.1, (g⁻¹ y).1.2)
  have hf : Function.Injective f := fun x y hxy => by
    by_contra hne
    have h1 : (f x).1 = (f y).1 := congrArg Prod.fst hxy
    have h2 : (f x).2 = (f y).2 := congrArg Prod.snd hxy
    exact h x y hne h1 h2
  have e : ∑ y : Cell μ, (((g⁻¹ y).1.2 : ℕ) : ℤ) = ∑ y : Cell μ, ((y.1.2 : ℕ) : ℤ) :=
    Equiv.sum_comp g⁻¹ (fun y : Cell μ => ((y.1.2 : ℕ) : ℤ))
  have hS : Finset.univ.map ⟨f, hf⟩ = μ.cells := by
    apply eq_cells_of_margin
    · rw [Finset.card_map, Finset.card_univ, Fintype.card_coe]
    · rw [Finset.sum_map, ← Finset.sum_coe_sort μ.cells (margin μ)]
      simp only [Function.Embedding.coeFn_mk, margin, f, Finset.sum_sub_distrib]
      rw [e]
  have hmem : ∀ y, f y ∈ μ.cells := fun y =>
    (Finset.ext_iff.1 hS (f y)).1 (Finset.mem_map_of_mem ⟨f, hf⟩ (Finset.mem_univ y))
  let s : Cell μ → Cell μ := fun y => ⟨f y, hmem y⟩
  have hs : Function.Injective s := fun x y hxy => hf (congrArg Subtype.val hxy)
  let r : Perm (Cell μ) := Equiv.ofBijective s (Finite.injective_iff_bijective.1 hs)
  have hr : r ∈ rowGroup μ := fun _ => rfl
  have hc : r * g ∈ colGroup μ := fun x => by
    show (g⁻¹ (g x)).1.2 = x.1.2
    exact congrArg (fun z : Cell μ => z.1.2) (g.symm_apply_apply x)
  exact ⟨r⁻¹, inv_mem hr, r * g, hc, (inv_mul_cancel_left r g).symm⟩
```

## Von Neumann's lemma

Reindexing the sums gives $ar=a$ for $r\in R$ and $cb=\operatorname{sgn}(c)\,b$ for $c\in C$.

```lean
/-- The row symmetrizer absorbs every row permutation. -/
theorem rowSym_mul {r : Perm (Cell μ)} (hr : r ∈ rowGroup μ) :
    rowSym μ * δ[μ] r = rowSym μ := by
  rw [rowSym, Finset.sum_mul]
  refine Finset.sum_equiv (Equiv.mulRight r) (fun g => ?_) (fun g _ => ?_)
  · simp only [Finset.mem_filter, Finset.mem_univ, true_and, Equiv.coe_mulRight]
    exact (mul_mem_cancel_right hr).symm
  · exact (map_mul (δ[μ]) g r).symm

/-- The column antisymmetrizer absorbs every column permutation up to its sign. -/
theorem mul_colAnti {c : Perm (Cell μ)} (hc : c ∈ colGroup μ) :
    δ[μ] c * colAnti μ = ((Perm.sign c : ℤ) : ℚ) • colAnti μ := by
  rw [colAnti, Finset.mul_sum, Finset.smul_sum]
  refine Finset.sum_equiv (Equiv.mulLeft c) (fun k => ?_) (fun k _ => ?_)
  · simp only [Finset.mem_filter, Finset.mem_univ, true_and, Equiv.coe_mulLeft]
    exact (mul_mem_cancel_left hc).symm
  · have h : ((Perm.sign c : ℤ) : ℚ) * ((Perm.sign (c * k) : ℤ) : ℚ)
        = ((Perm.sign k : ℤ) : ℚ) := by
      rcases Int.units_eq_one_or (Perm.sign c) with h | h <;> simp [Perm.sign_mul, h]
    rw [Equiv.coe_mulLeft, mul_smul_comm, ← map_mul, smul_smul, h]
```

If $g\notin RC$, there are cells $x\neq y$ in one row with $g^{-1}x$ and $g^{-1}y$ in one column. Put $t=(x\;y)\in R$ and $u=(g^{-1}x\;\,g^{-1}y)\in C$. Then $tg=gu$, and
$$agb=atgb=agub=-agb,$$
so $agb=0$.

```lean
/-- Von Neumann's lemma: a g b = 0 unless g lies in RC. -/
theorem von_neumann {g : Perm (Cell μ)}
    (hg : ¬ ∃ r ∈ rowGroup μ, ∃ c ∈ colGroup μ, g = r * c) :
    rowSym μ * δ[μ] g * colAnti μ = 0 := by
  obtain ⟨x, y, hne, hrow, hcol⟩ : ∃ x y : Cell μ, x ≠ y ∧ x.1.1 = y.1.1 ∧
      (g⁻¹ x).1.2 = (g⁻¹ y).1.2 := by
    by_contra h
    exact hg (factor_of_no_collision g fun x y h1 h2 h3 => h ⟨x, y, h1, h2, h3⟩)
  have hswap : ∀ (f : Cell μ → ℕ) (u v : Cell μ), f u = f v → swap u v ∈ labelGroup f := by
    intro f u v huv z
    show f (swap u v z) = f z
    rw [Equiv.swap_apply_def]
    split_ifs with h1 h2
    · rw [h1, huv]
    · rw [h2, huv]
    · rfl
  have ht : swap x y ∈ rowGroup μ := hswap _ x y hrow
  have hu : swap (g⁻¹ x) (g⁻¹ y) ∈ colGroup μ := hswap _ _ _ hcol
  -- the exchange is even for a and odd for b
  have key : rowSym μ * δ[μ] g * colAnti μ = -(rowSym μ * δ[μ] g * colAnti μ) := by
    calc rowSym μ * δ[μ] g * colAnti μ
        = rowSym μ * δ[μ] (swap x y) * δ[μ] g * colAnti μ := by rw [rowSym_mul ht]
      _ = rowSym μ * δ[μ] g * (δ[μ] (swap (g⁻¹ x) (g⁻¹ y)) * colAnti μ) := by
          rw [mul_assoc (rowSym μ), ← map_mul, Equiv.swap_mul_eq_mul_swap, map_mul]
          simp only [mul_assoc]
      _ = -(rowSym μ * δ[μ] g * colAnti μ) := by
          rw [mul_colAnti hu, Perm.sign_swap (g⁻¹.injective.ne hne)]
          simp only [Units.val_neg, Units.val_one, Int.cast_neg, Int.cast_one, neg_smul,
            one_smul, mul_neg]
  have h2 := eq_neg_iff_add_eq_zero.1 key
  calc rowSym μ * δ[μ] g * colAnti μ
      = (1 / 2 : ℚ) • (rowSym μ * δ[μ] g * colAnti μ + rowSym μ * δ[μ] g * colAnti μ) := by
        module
    _ = 0 := by rw [h2, smul_zero]
```

If $g=rc$ instead, $agb=\operatorname{sgn}(c)\,e$. By linearity $axb$ is a multiple of $e$ for every $x\in A$.

```lean
/-- For every x in the group algebra, a x b is a rational multiple of e. -/
theorem sandwich (x : Alg μ) : ∃ k : ℚ, rowSym μ * x * colAnti μ = k • young μ := by
  have ind : ∀ P : Alg μ → Prop, (∀ g, P (δ[μ] g)) → (∀ x y, P x → P y → P (x + y)) →
      (∀ (q : ℚ) x, P x → P (q • x)) → ∀ x, P x := by
    intro P h1 h2 h3 x
    refine MonoidAlgebra.induction_on x ?_ ?_ ?_
    · exact h1
    · exact h2
    · exact h3
  refine ind (fun x => ∃ k : ℚ, rowSym μ * x * colAnti μ = k • young μ) ?_ ?_ ?_ x
  · intro g
    by_cases hg : ∃ r ∈ rowGroup μ, ∃ c ∈ colGroup μ, g = r * c
    · obtain ⟨r, hr, c, hc, rfl⟩ := hg
      exact ⟨((Perm.sign c : ℤ) : ℚ), by
        rw [map_mul, ← mul_assoc, rowSym_mul hr, mul_assoc, mul_colAnti hc, mul_smul_comm,
          young]⟩
    · exact ⟨0, by rw [von_neumann hg, zero_smul]⟩
  · rintro x y ⟨k, hk⟩ ⟨l, hl⟩
    exact ⟨k + l, by rw [mul_add, add_mul, hk, hl, add_smul]⟩
  · rintro q x ⟨k, hk⟩
    exact ⟨q * k, by rw [mul_smul_comm, smul_mul_assoc, hk, smul_smul]⟩
```

The same argument shows that $exe=a(bxa)b$ is always a multiple of $e$, which is the usual starting point for proving $Ae$ irreducible.

## The factor from a trace

Right multiplication by $g$ sends the basis element $k$ to $kg$. Its trace is the group order if $g=1$ and zero otherwise. The Lean proof first checks that the group elements are a basis: letting them act on a function concentrated at the identity shows that they are independent, and induction on the group algebra shows that they span it.

```lean
/-- The group algebra of a finite group is finite-dimensional, and right multiplication by g
has trace equal to the group order if g = 1 and zero otherwise. -/
theorem trace_mulRight_of {G : Type} [Group G] [Fintype G] [DecidableEq G] :
    Module.Finite ℚ (MonoidAlgebra ℚ G) ∧ ∀ g : G,
      LinearMap.trace ℚ _ (LinearMap.mulRight ℚ (MonoidAlgebra.of ℚ G g))
        = if g = 1 then (Fintype.card G : ℚ) else 0 := by
  -- the group elements are independent, as their action on the identity shows, and they span
  let ρ : G →* Module.End ℚ (G → ℚ) :=
    { toFun := fun g => LinearMap.funLeft ℚ ℚ (fun h => g⁻¹ * h)
      map_one' := LinearMap.ext fun f => funext fun h => by
        show f (1⁻¹ * h) = f h
        rw [inv_one, one_mul]
      map_mul' := fun a b => LinearMap.ext fun f => funext fun h => by
        show f ((a * b)⁻¹ * h) = f (b⁻¹ * (a⁻¹ * h))
        rw [mul_inv_rev, mul_assoc] }
  let L : MonoidAlgebra ℚ G →ₗ[ℚ] (G → ℚ) :=
    (LinearMap.applyₗ (Pi.single 1 1 : G → ℚ)).comp (Representation.asAlgebraHom ρ).toLinearMap
  have hL : ∀ g, L (MonoidAlgebra.of ℚ G g) = Pi.single g 1 := by
    intro g
    show Representation.asAlgebraHom ρ (MonoidAlgebra.of ℚ G g) (Pi.single 1 1 : G → ℚ) = _
    rw [Representation.asAlgebraHom_of]
    funext h
    show (Pi.single 1 1 : G → ℚ) (g⁻¹ * h) = (Pi.single g 1 : G → ℚ) h
    have hiff : g⁻¹ * h = 1 ↔ h = g := inv_mul_eq_one.trans eq_comm
    rw [Pi.single_apply, Pi.single_apply]
    simp only [hiff]
  have hli : LinearIndependent ℚ (fun g => MonoidAlgebra.of ℚ G g) := by
    apply LinearIndependent.of_comp L
    have h : (L ∘ fun g => MonoidAlgebra.of ℚ G g)
        = ⇑(Pi.basisFun ℚ G) := by
      funext g
      rw [Pi.basisFun_apply]
      exact hL g
    rw [h]
    exact Module.Basis.linearIndependent _
  have hsp : ⊤ ≤ Submodule.span ℚ (Set.range fun g => MonoidAlgebra.of ℚ G g) := by
    intro x _
    refine MonoidAlgebra.induction_on x ?_ ?_ ?_
    · exact fun g => Submodule.subset_span ⟨g, rfl⟩
    · exact fun _ _ hx hy => Submodule.add_mem _ hx hy
    · exact fun q _ hx => Submodule.smul_mem _ q hx
  obtain ⟨B, hB⟩ : ∃ B : Module.Basis G ℚ (MonoidAlgebra ℚ G),
      ∀ g, B g = MonoidAlgebra.of ℚ G g :=
    ⟨Module.Basis.mk hli hsp, fun g => Module.Basis.mk_apply hli hsp g⟩
  refine ⟨Module.Finite.of_basis B, fun g => ?_⟩
  rw [LinearMap.trace_eq_matrix_trace ℚ B, Matrix.trace]
  have h : ∀ k, (LinearMap.toMatrix B B
      (LinearMap.mulRight ℚ (MonoidAlgebra.of ℚ G g))).diag k = if g = 1 then 1 else 0 := by
    intro k
    rw [Matrix.diag_apply, LinearMap.toMatrix_apply, LinearMap.mulRight_apply, hB, ← map_mul,
      ← hB, B.repr_self, Finsupp.single_apply]
    simp
  rw [Finset.sum_congr rfl (fun k _ => h k)]
  split_ifs <;> simp
```

For $e$ the trace is a sum over pairs $(r,c)$ in which only $rc=1$ contributes. Then $r=c^{-1}$ preserves both row and column of every cell, so $r=c=1$, and the trace is $N!$.

```lean
/-- Right multiplication by the Young symmetrizer has trace N!. -/
theorem trace_young (μ : YoungDiagram) :
    LinearMap.trace ℚ _ (LinearMap.mulRight ℚ (young μ)) = (μ.card.factorial : ℚ) := by
  classical
  obtain ⟨T, hT⟩ : ∃ T : Alg μ →ₗ[ℚ] ℚ, ∀ x, T x = LinearMap.trace ℚ _
      (LinearMap.mulRight ℚ x) :=
    ⟨(LinearMap.trace ℚ (Alg μ)).comp (LinearMap.mul ℚ (Alg μ)).flip, fun _ => rfl⟩
  have hN : (Fintype.card (Perm (Cell μ)) : ℚ) = (μ.card.factorial : ℚ) := by
    rw [Fintype.card_perm, Fintype.card_coe]
  have hterm : ∀ r c : Perm (Cell μ), T (δ[μ] r * (((Perm.sign c : ℤ) : ℚ) • δ[μ] c))
      = ((Perm.sign c : ℤ) : ℚ) * if r * c = 1 then (μ.card.factorial : ℚ) else 0 := by
    intro r c
    rw [mul_smul_comm, ← map_mul, map_smul, hT, trace_mulRight_of.2, hN, smul_eq_mul]
  rw [← hT, young, rowSym, colAnti, Finset.sum_mul_sum]
  simp only [map_sum, hterm]
  -- R and C share only the identity, so one term survives
  rw [Finset.sum_eq_single 1, Finset.sum_eq_single 1]
  · simp
  · intro c _ hc
    rw [one_mul, if_neg hc, mul_zero]
  · exact fun h => absurd (Finset.mem_filter.2 ⟨Finset.mem_univ _, one_mem _⟩) h
  · intro r hr hr1
    refine Finset.sum_eq_zero fun c hc => ?_
    have hne : r * c ≠ 1 := by
      intro h
      have hrC : r ∈ colGroup μ := by
        rw [eq_inv_of_mul_eq_one_left h]
        exact inv_mem (Finset.mem_filter.1 hc).2
      exact hr1 (Equiv.ext fun x => Subtype.ext
        (Prod.ext ((Finset.mem_filter.1 hr).2 x) (hrC x)))
    rw [if_neg hne, mul_zero]
  · exact fun h => absurd (Finset.mem_filter.2 ⟨Finset.mem_univ _, one_mem _⟩) h
```

Taking $x=ba$ above gives $e^2=a(ba)b=\gamma e$ with $\gamma$ rational. On $Ae$, right multiplication by $e$ is the number $\gamma$, because $(xe)e=\gamma\,xe$. It maps all of $A$ into $Ae$, so its trace can be taken there:
$$\gamma d=N!.$$

```lean
/-- The Young symmetrizer satisfies e² = γ e, where γ times the dimension of the left ideal
of e equals N!. -/
theorem young_sq (μ : YoungDiagram) : ∃ γ : ℚ, young μ * young μ = γ • young μ ∧
    γ * (Module.finrank ℚ (leftIdeal μ) : ℚ) = (μ.card.factorial : ℚ) := by
  obtain ⟨γ, h⟩ := sandwich (colAnti μ * rowSym μ)
  have hγ : young μ * young μ = γ • young μ := by
    rw [← h]
    simp only [young, mul_assoc]
  refine ⟨γ, hγ, ?_⟩
  have : Module.Finite ℚ (Alg μ) := trace_mulRight_of.1
  have hmem : ∀ x, LinearMap.mulRight ℚ (young μ) x ∈ leftIdeal μ := fun x => ⟨x, rfl⟩
  -- on its own range, right multiplication by e is the number γ
  have hres : (LinearMap.mulRight ℚ (young μ)).restrict (p := leftIdeal μ) (q := leftIdeal μ)
      (fun x _ => hmem x) = γ • LinearMap.id := by
    apply LinearMap.ext
    rintro ⟨_, x, rfl⟩
    apply Subtype.ext
    show x * young μ * young μ = γ • (x * young μ)
    rw [mul_assoc, hγ, mul_smul_comm]
  have ht := LinearMap.trace_restrict_eq_of_forall_mem (leftIdeal μ)
    (LinearMap.mulRight ℚ (young μ)) hmem
  rw [hres, map_smul, LinearMap.trace_id, trace_young, smul_eq_mul] at ht
  exact ht
```

Finally let $P=(d/N!)\,e$. Then $P^2=(d/N!)^2\gamma e=P$.

```lean
/-- The Young symmetrizer multiplied by the dimension of its left ideal and divided by N!
is idempotent. -/
theorem young_projector (μ : YoungDiagram) :
    IsIdempotentElem
      (((Module.finrank ℚ (leftIdeal μ) : ℚ) / (μ.card.factorial : ℚ)) • young μ) := by
  obtain ⟨γ, hγ, hd⟩ := young_sq μ
  have hN : (μ.card.factorial : ℚ) ≠ 0 := Nat.cast_ne_zero.2 (Nat.factorial_ne_zero _)
  have h1 : (Module.finrank ℚ (leftIdeal μ) : ℚ) / (μ.card.factorial : ℚ) * γ = 1 := by
    rw [div_mul_eq_mul_div, mul_comm, hd, div_self hN]
  rw [IsIdempotentElem, smul_mul_assoc, mul_smul_comm, hγ, smul_smul _ γ, h1, one_smul]

end

end YoungSymmetrizer
```

```lean
#print axioms YoungSymmetrizer.young_projector
```

```
'YoungSymmetrizer.young_projector' depends on axioms: [propext, Classical.choice, Quot.sound]
```

## Reading the factor off in code

The identity has coefficient 1 in $e$, so $\gamma$ is its coefficient in $e^2$. A program that stores $e$ as a table of permutations and integers gets $\gamma$ from one sum, and then $d=N!/\gamma$. For cells 1, 2 in the first row and 3 below 1,
$$e=1+(12)-(13)-(12)(13),$$
which gives $\gamma=3$ and $d=2$.

The factor $d/N!$ sets the scale of the projectors built from Young symmetrizers. Such a projector is in general not Hermitian, and its range need not contain every spin or orbital function of the given permutation symmetry. The theorems hold for every diagram, but they neither compute $d$ from its shape nor establish irreducibility.
